# Exponential collapse of two orbitals onto the lowest level under imaginary-time propagation

## Definitions and conventions

Let i run over a finite set of one-particle levels with real energies e_i. One level, labelled o, is singled out, and e₁ is a real number with

    e_o ≤ e₁ ≤ e_i   for every i ≠ o.

The number e₁ is a lower bound on the remaining spectrum and need not be a level itself. Write Δ = e₁ − e_o ≥ 0. With at least two levels the tightest choice of e₁ is the smallest e_i with i ≠ o, and Δ is then the gap above level o, which is zero if the lowest level is degenerate. An orbital is a real vector u of coefficients u_i in the orthonormal eigenbasis, not necessarily normalised. Propagation over imaginary time τ (in inverse energy units, ħ = 1) is

    u(τ)_i = u_i exp(−τ e_i).

With ⟨u,v⟩ = Σ_i u_i v_i and |u|² = ⟨u,u⟩, the Gram determinant of two orbitals is

    G(u,v) = |u|² |v|² − ⟨u,v⟩²,

and θ(u,v), between 0 and π, is the Euclidean angle, cos θ · |u| |v| = ⟨u,v⟩.

## The bound

For τ ≥ 0 and u_o v_o ≠ 0,

    sin² θ(u(τ), v(τ)) ≤ exp(−2τΔ) G(u,v) / (u_o v_o)².

Both sides are unchanged when u or v is multiplied by a nonzero number. For orthonormal starting orbitals G = 1, and the prefactor is 1/(u_o v_o)². If Δ > 0 the squared sine tends to zero as τ → ∞. For a single orbital with u_o ≠ 0 and the basis vector b of level o (b_o = 1, all other components zero),

    sin² θ(u(τ), b) ≤ exp(−2τΔ) (|u|² − u_o²) / u_o².

## Where a code meets it

Ground-state auxiliary-field Monte Carlo codes multiply a matrix of occupied orbitals by one-body propagators many times and re-orthonormalise its columns at intervals, and the bound describes the loss of independence behind that step for the simplest case of two real columns under one fixed, non-interacting one-body Hamiltonian on finitely many levels.

The angle can be read off from the overlap matrix or from the orthonormalisation step. The 2 × 2 overlap matrix of the two normalised columns has determinant 1 − cos² θ = sin² θ. In a QR or Gram–Schmidt step on the columns (u(τ), v(τ)), the second diagonal entry R₂₂ is, up to sign, the length of the part of v(τ) orthogonal to u(τ), so

    R₂₂² / |v(τ)|² = sin² θ(u(τ), v(τ)).

Solving the bound for τ when Δ > 0 and G > 0, the sine is at most a tolerance ε > 0 once τ ≥ 0 satisfies

    τ ≥ [ ln(G / (u_o v_o)²) + 2 ln(1/ε) ] / (2Δ).

For ε = 2⁻⁵³, ln(1/ε) is about 36.7, so by τΔ of that size, plus the prefactor term, the part of the second column that differs in direction from the first is no larger, relative to the column's length, than a double-precision rounding unit. A propagation routine that applies the exact factors exp(−τ e_i), run without orthonormalisation on a fixed diagonal test Hamiltonian, should keep R₂₂²/|v(τ)|² within the bound for as long as rounding is negligible. A truncated expansion of the exponential has its own decay rates and can exceed the bound.

## Derivation

Step 1. From sin² θ = 1 − cos² θ and cos θ · |u| |v| = ⟨u,v⟩,

    sin² θ(u,v) · |u|² |v|² = G(u,v).

Step 2. Define the minors m_ij = u_i v_j − u_j v_i. Expanding the square gives m_ij² = u_i² v_j² + v_i² u_j² − 2 (u_i v_i)(u_j v_j). Summed over all ordered pairs, each of the first two terms gives |u|² |v|² and the third gives −2⟨u,v⟩². This is Lagrange's identity,

    Σ_i Σ_j m_ij² = 2 G(u,v).

Step 3. Both products in m_ij carry one factor from level i and one from level j, so the propagated minor is

    m_ij(τ) = exp(−τ(e_i + e_j)) m_ij.

The diagonal minors vanish. For i ≠ j at most one index equals o. If one does, e_i + e_j ≥ e_o + e₁ directly. If neither does, e_i + e_j ≥ 2e₁ ≥ e_o + e₁, and this is where e_o ≤ e₁ enters. Because τ ≥ 0, the squared factor exp(−2τ(e_i + e_j)) is at most exp(−2τ(e_o + e₁)). Summing, and using step 2 on both sides,

    G(u(τ), v(τ)) ≤ exp(−2τ(e_o + e₁)) G(u,v).

Step 4. A sum of squares is at least one of its terms,

    |u(τ)|² ≥ u_o² exp(−2τ e_o),

and likewise for v.

Step 5. Write S = sin² θ(u(τ), v(τ)) ≥ 0. Steps 4, 1 and 3 in turn give

    S (u_o v_o)² exp(−4τ e_o) ≤ S |u(τ)|² |v(τ)|² = G(u(τ), v(τ)) ≤ exp(−2τ(e_o + e₁)) G(u,v).

Since exp(−2τ(e_o + e₁)) = exp(−2τΔ) exp(−4τ e_o), the positive factor exp(−4τ e_o) cancels, and division by (u_o v_o)² > 0 gives the bound. For the single-orbital form put v = b. Then G(u,b) = |u|² − u_o², and b(τ) = exp(−τ e_o) b is a positive multiple of b, which leaves the angle unchanged.

## Smallest cases

With a single level there are no off-diagonal minors, so G = 0, and both sides of the bound are zero.

With two levels e₀ and e₁ at indices 0 and 1, take u = (1, a) and v = (1, 0) for real a; the normalised first orbital is (1, a)/√(1 + a²). Then G(u,v) = a². With p = exp(−τ e₀) and q = exp(−τ e₁), the propagated orbitals are (p, aq) and (p, 0), their Gram determinant is a² p² q², and the product of squared norms is (p² + a² q²) p². Setting x = exp(−2τ(e₁ − e₀)), so that q² = x p²,

    sin² θ(u(τ), v(τ)) = a² x / (1 + a² x).

For e₀ ≤ e₁, τ ≥ 0 and o = 0 the bound reads a² x. For a ≠ 0 the exact value is the fraction 1/(1 + a² x) of it, and this fraction approaches 1 as x → 0, so for e₀ < e₁, where x → 0 as τ → ∞, the bound has the right rate and prefactor in this family at large τ.

## A three-level instance

Take energies (0, 1, 2), o = 0, e₁ = 1, u = (1, 1, 0) and v = (1, −1, 1). These are orthogonal, with normalised forms u/√2 and v/√3. The minors are m₀₁ = −2, m₀₂ = 1, m₁₂ = 1, and G = 4 + 1 + 1 = 6 = 2 · 3. At τ = ln 10,

    u(τ) = (1, 0.1, 0),   v(τ) = (1, −0.1, 0.01),

or, normalised, about (0.9950, 0.0995, 0) and (0.9950, −0.0995, 0.00995). The minors are scaled by 10⁻¹, 10⁻² and 10⁻³, so

    G(u(τ), v(τ)) = 0.04 + 0.0001 + 0.000001 = 0.040101,

    |u(τ)|² |v(τ)|² = 1.01 × 1.0101 = 1.020201.

The squared sine is about 0.0393, an angle near 11.4°, against the bound 10⁻² × 6 = 0.06. The slack comes mostly from step 3, which treats m₀₂ and m₁₂ as decaying no faster than m₀₁. For τ below (ln 6)/2 ≈ 0.90 the bound exceeds 1 and carries no information.

## The Lean file

```lean
import Mathlib

open Matrix Filter Topology

namespace OrbitalCollapse

noncomputable section

variable {ι : Type*} [Fintype ι]

/-- Imaginary-time propagation of an orbital given by its coefficients in the energy
eigenbasis: the component on level `e i` is multiplied by `exp (-τ e i)`. -/
def propagate (e : ι → ℝ) (τ : ℝ) (u : ι → ℝ) : ι → ℝ :=
  fun i => u i * Real.exp (-(τ * e i))

/-- Gram determinant `|u|² |v|² - ⟨u, v⟩²` of two orbitals. -/
def gram (u v : ι → ℝ) : ℝ := (u ⬝ᵥ u) * (v ⬝ᵥ v) - (u ⬝ᵥ v) ^ 2

/-- Squared sine of the Euclidean angle between two orbitals. -/
def sinSq (u v : ι → ℝ) : ℝ :=
  Real.sin (InnerProductGeometry.angle (WithLp.toLp 2 u : EuclideanSpace ℝ ι)
    (WithLp.toLp 2 v : EuclideanSpace ℝ ι)) ^ 2

/-- The basis vector of level `o`. -/
def basisMode [DecidableEq ι] (o : ι) : ι → ℝ := Pi.single o 1

/-- The squared sine of the angle times both squared norms is the Gram determinant. -/
theorem sinSq_mul_normSq (u v : ι → ℝ) :
    sinSq u v * ((u ⬝ᵥ u) * (v ⬝ᵥ v)) = gram u v := by
  have hin : ∀ a b : ι → ℝ, inner ℝ (WithLp.toLp 2 a : EuclideanSpace ℝ ι)
      (WithLp.toLp 2 b : EuclideanSpace ℝ ι) = a ⬝ᵥ b := by
    intro a b
    simp [PiLp.inner_apply, dotProduct, mul_comm]
  have hc := InnerProductGeometry.cos_angle_mul_norm_mul_norm
    (WithLp.toLp 2 u : EuclideanSpace ℝ ι) (WithLp.toLp 2 v : EuclideanSpace ℝ ι)
  have hu := real_inner_self_eq_norm_sq (WithLp.toLp 2 u : EuclideanSpace ℝ ι)
  have hv := real_inner_self_eq_norm_sq (WithLp.toLp 2 v : EuclideanSpace ℝ ι)
  rw [hin] at hc hu hv
  unfold sinSq gram
  rw [Real.sin_sq, hu, hv, ← hc]
  ring

/-- Lagrange's identity: the squared `2 × 2` minors of the pair of orbitals, summed over
ordered pairs of levels, give twice the Gram determinant. -/
theorem lagrange_identity (u v : ι → ℝ) :
    ∑ i, ∑ j, (u i * v j - u j * v i) ^ 2 = 2 * gram u v := by
  calc ∑ i, ∑ j, (u i * v j - u j * v i) ^ 2
      = ∑ i, ∑ j, (u i * u i * (v j * v j) + v i * v i * (u j * u j)
          - 2 * (u i * v i * (u j * v j))) :=
        Finset.sum_congr rfl fun i _ => Finset.sum_congr rfl fun j _ => by ring
    _ = 2 * gram u v := by
        simp only [Finset.sum_sub_distrib, Finset.sum_add_distrib, ← Finset.mul_sum,
          ← Finset.sum_mul]
        unfold gram dotProduct
        ring

/-- If `e o ≤ e₁ ≤ e i` for all other levels, propagation over `τ ≥ 0` multiplies the Gram
determinant by at most `exp (-2 τ (e o + e₁))`. -/
theorem gram_propagate_le (e : ι → ℝ) (o : ι) (e₁ τ : ℝ) (h0 : e o ≤ e₁)
    (h1 : ∀ i, i ≠ o → e₁ ≤ e i) (hτ : 0 ≤ τ) (u v : ι → ℝ) :
    gram (propagate e τ u) (propagate e τ v)
      ≤ Real.exp (-(2 * τ * (e o + e₁))) * gram u v := by
  have key : ∀ i j, (propagate e τ u i * propagate e τ v j
      - propagate e τ u j * propagate e τ v i) ^ 2
      ≤ Real.exp (-(2 * τ * (e o + e₁))) * (u i * v j - u j * v i) ^ 2 := by
    intro i j
    by_cases hij : i = j
    · subst hij
      simp
    -- two distinct levels carry at least the energy `e o + e₁`
    have hE : e o + e₁ ≤ e i + e j := by
      by_cases hi : i = o
      · have := h1 j (fun hj => hij (hi.trans hj.symm))
        rw [hi]
        linarith
      · by_cases hj : j = o
        · have := h1 i hi
          rw [hj]
          linarith
        · have := h1 i hi
          have := h1 j hj
          linarith
    have hexp : (Real.exp (-(τ * e i)) * Real.exp (-(τ * e j))) ^ 2
        ≤ Real.exp (-(2 * τ * (e o + e₁))) := by
      rw [← Real.exp_add, sq, ← Real.exp_add]
      apply Real.exp_le_exp.mpr
      nlinarith [mul_nonneg hτ (sub_nonneg.mpr hE)]
    -- the minor of levels `i, j` is scaled by `exp (-τ (e i + e j))`
    calc _ = (Real.exp (-(τ * e i)) * Real.exp (-(τ * e j))) ^ 2
          * (u i * v j - u j * v i) ^ 2 := by
          simp only [propagate]
          ring
      _ ≤ _ := mul_le_mul_of_nonneg_right hexp (sq_nonneg _)
  have hsum := Finset.sum_le_sum fun i (_ : i ∈ Finset.univ) =>
    Finset.sum_le_sum fun j (_ : j ∈ Finset.univ) => key i j
  simp only [← Finset.mul_sum] at hsum
  rw [lagrange_identity, lagrange_identity] at hsum
  linarith

/-- The squared norm of a propagated orbital is at least the weight
`(u o)² exp (-2 τ e o)` of level `o`. -/
theorem weight_le_normSq (e : ι → ℝ) (o : ι) (τ : ℝ) (u : ι → ℝ) :
    u o ^ 2 * Real.exp (-(2 * τ * e o)) ≤ propagate e τ u ⬝ᵥ propagate e τ u := by
  have h := Finset.single_le_sum (f := fun i => propagate e τ u i * propagate e τ u i)
    (fun i _ => mul_self_nonneg _) (Finset.mem_univ o)
  have hx : Real.exp (-(2 * τ * e o)) = Real.exp (-(τ * e o)) * Real.exp (-(τ * e o)) := by
    rw [← Real.exp_add]
    congr 1
    ring
  calc _ = propagate e τ u o * propagate e τ u o := by
        rw [hx]
        simp only [propagate]
        ring
    _ ≤ _ := h

/-- For levels `e o ≤ e₁ ≤ e i` (`i ≠ o`), `τ ≥ 0` and `u o * v o ≠ 0`, the squared sine of the
angle between the propagated orbitals is at most
`exp (-2 τ (e₁ - e o)) (|u|² |v|² - ⟨u, v⟩²) / (u o v o)²`. -/
theorem sinSq_propagate_le (e : ι → ℝ) (o : ι) (e₁ τ : ℝ) (h0 : e o ≤ e₁)
    (h1 : ∀ i, i ≠ o → e₁ ≤ e i) (hτ : 0 ≤ τ) (u v : ι → ℝ) (huv : u o * v o ≠ 0) :
    sinSq (propagate e τ u) (propagate e τ v)
      ≤ Real.exp (-(2 * τ * (e₁ - e o))) * gram u v / (u o * v o) ^ 2 := by
  have hS : 0 ≤ sinSq (propagate e τ u) (propagate e τ v) := sq_nonneg _
  have hm := sinSq_mul_normSq (propagate e τ u) (propagate e τ v)
  have hg := gram_propagate_le e o e₁ τ h0 h1 hτ u v
  have hu := weight_le_normSq e o τ u
  have hv := weight_le_normSq e o τ v
  have hx : Real.exp (-(2 * τ * (e o + e₁))) = Real.exp (-(2 * τ * (e₁ - e o)))
      * (Real.exp (-(2 * τ * e o)) * Real.exp (-(2 * τ * e o))) := by
    rw [← Real.exp_add, ← Real.exp_add]
    congr 1
    ring
  -- both norms are bounded below by their weight on level `o`
  have hN := mul_le_mul hu hv (by positivity) (le_trans (by positivity) hu)
  have hSN := mul_le_mul_of_nonneg_left hN hS
  have hc : 0 < Real.exp (-(2 * τ * e o)) * Real.exp (-(2 * τ * e o)) := by positivity
  rw [le_div_iff₀ (by positivity)]
  rw [hx] at hg
  refine le_of_mul_le_mul_right ?_ hc
  nlinarith [hSN, hm, hg]

/-- For levels `e o < e₁ ≤ e i` (`i ≠ o`), the squared sine of the angle between two propagated orbitals
with `u o * v o ≠ 0` tends to zero as `τ → ∞`. -/
theorem sinSq_propagate_tendsto_zero (e : ι → ℝ) (o : ι) (e₁ : ℝ) (h0 : e o < e₁)
    (h1 : ∀ i, i ≠ o → e₁ ≤ e i) (u v : ι → ℝ) (huv : u o * v o ≠ 0) :
    Tendsto (fun τ => sinSq (propagate e τ u) (propagate e τ v)) atTop (𝓝 0) := by
  have ha : Tendsto (fun τ : ℝ => 2 * τ * (e₁ - e o)) atTop atTop :=
    (tendsto_id.const_mul_atTop two_pos).atTop_mul_const (sub_pos.mpr h0)
  have hb : Tendsto (fun τ : ℝ => Real.exp (-(2 * τ * (e₁ - e o)))) atTop (𝓝 0) :=
    Real.tendsto_exp_atBot.comp (tendsto_neg_atTop_atBot.comp ha)
  have hc := (hb.mul_const (gram u v)).div_const ((u o * v o) ^ 2)
  rw [zero_mul, zero_div] at hc
  refine squeeze_zero' (Eventually.of_forall fun τ => sq_nonneg _) ?_ hc
  filter_upwards [eventually_ge_atTop 0] with τ hτ
  exact sinSq_propagate_le e o e₁ τ h0.le h1 hτ u v huv

/-- For levels `e o ≤ e₁ ≤ e i` (`i ≠ o`), `τ ≥ 0` and `u o ≠ 0`, the squared sine of the angle between the propagated orbital and the basis
vector of the lowest level is at most `exp (-2 τ (e₁ - e o)) (|u|² - (u o)²) / (u o)²`. -/
theorem sinSq_basisMode_le [DecidableEq ι] (e : ι → ℝ) (o : ι) (e₁ τ : ℝ) (h0 : e o ≤ e₁)
    (h1 : ∀ i, i ≠ o → e₁ ≤ e i) (hτ : 0 ≤ τ) (u : ι → ℝ) (hu : u o ≠ 0) :
    sinSq (propagate e τ u) (basisMode o)
      ≤ Real.exp (-(2 * τ * (e₁ - e o))) * (u ⬝ᵥ u - u o ^ 2) / u o ^ 2 := by
  have hone : basisMode o o = 1 := by simp [basisMode]
  have h := sinSq_propagate_le e o e₁ τ h0 h1 hτ u (basisMode o) (by rwa [hone, mul_one])
  have hg : gram u (basisMode o) = u ⬝ᵥ u - u o ^ 2 := by simp [gram, basisMode]
  -- the basis vector is only rescaled by a positive factor
  have hp : propagate e τ (basisMode o) = Real.exp (-(τ * e o)) • basisMode o := by
    funext i
    by_cases hi : i = o <;> simp [propagate, basisMode, hi]
  have hs : (WithLp.toLp 2 (Real.exp (-(τ * e o)) • basisMode o) : EuclideanSpace ℝ ι)
      = Real.exp (-(τ * e o)) • (WithLp.toLp 2 (basisMode o) : EuclideanSpace ℝ ι) := by
    rfl
  rw [hg, hone, mul_one, hp] at h
  unfold sinSq at h ⊢
  rwa [hs, InnerProductGeometry.angle_smul_right_of_pos _ _ (Real.exp_pos _)] at h

/-- Two levels with orbitals `(1, a)` and `(1, 0)`: the Gram determinant is `a²`, and the squared
sine after propagation is exactly `a² x / (1 + a² x)` with `x = exp (-2 τ (e₁ - e₀))`. -/
theorem two_level_exact (e₀ e₁ τ a : ℝ) :
    gram ![1, a] ![1, 0] = a ^ 2 ∧
    sinSq (propagate ![e₀, e₁] τ ![1, a]) (propagate ![e₀, e₁] τ ![1, 0])
      = a ^ 2 * Real.exp (-(2 * τ * (e₁ - e₀)))
        / (1 + a ^ 2 * Real.exp (-(2 * τ * (e₁ - e₀)))) := by
  constructor
  · simp only [gram, dotProduct, Fin.sum_univ_two, Matrix.cons_val_zero, Matrix.cons_val_one,
      Matrix.cons_val_fin_one]
    ring
  have h := sinSq_mul_normSq (propagate ![e₀, e₁] τ ![1, a]) (propagate ![e₀, e₁] τ ![1, 0])
  generalize sinSq (propagate ![e₀, e₁] τ ![1, a]) (propagate ![e₀, e₁] τ ![1, 0]) = S at h ⊢
  simp only [gram, dotProduct, Fin.sum_univ_two, propagate, Matrix.cons_val_zero,
    Matrix.cons_val_one, Matrix.cons_val_fin_one] at h
  have hq : Real.exp (-(τ * e₁)) * Real.exp (-(τ * e₁)) = Real.exp (-(2 * τ * (e₁ - e₀)))
      * (Real.exp (-(τ * e₀)) * Real.exp (-(τ * e₀))) := by
    rw [← Real.exp_add, ← Real.exp_add, ← Real.exp_add]
    congr 1
    ring
  rw [eq_div_iff (by positivity)]
  apply mul_right_cancel₀ (b := Real.exp (-(τ * e₀)) ^ 4) (by positivity)
  linear_combination h + (1 - S) * a ^ 2 * Real.exp (-(τ * e₀)) ^ 2 * hq

end

end OrbitalCollapse
```

```lean
#print axioms OrbitalCollapse.sinSq_propagate_tendsto_zero
-- 'OrbitalCollapse.sinSq_propagate_tendsto_zero' depends on axioms: [propext, Classical.choice, Quot.sound]
#print axioms OrbitalCollapse.sinSq_basisMode_le
-- 'OrbitalCollapse.sinSq_basisMode_le' depends on axioms: [propext, Classical.choice, Quot.sound]
#print axioms OrbitalCollapse.two_level_exact
-- 'OrbitalCollapse.two_level_exact' depends on axioms: [propext, Classical.choice, Quot.sound]
```

## Statements and proof steps

The index type `ι` is the finite set of levels, `e : ι → ℝ` lists the energies, and orbitals are functions `ι → ℝ` with `⬝ᵥ` as the scalar product. The definitions `propagate`, `gram` and `basisMode` are u(τ), G and b. The definition `sinSq` does not use G. It views both vectors in `EuclideanSpace ℝ ι` and takes the squared sine of Mathlib's `InnerProductGeometry.angle`, so step 1 is a theorem. In `sinSq_propagate_le`, the hypotheses `h0` and `h1` order the levels, `hτ` is τ ≥ 0, and `huv` is u_o v_o ≠ 0. Without `huv`, Lean's convention for division by zero would turn the right-hand side into 0, and the inequality would fail for orthogonal basis vectors.

`sinSq_mul_normSq` is step 1: `hin` identifies the inner product with the dot product, `hc` is the cosine relation, and `Real.sin_sq` replaces sin² by 1 − cos². `lagrange_identity` is step 2, expanding each square and then factoring the double sums. In `gram_propagate_le`, `key` is the termwise inequality of step 3; it disposes of i = j, proves `hE` by the three cases i = o, j = o and neither, and turns it into the exponential inequality `hexp` using `hτ`. The double sum `hsum` is then rewritten by Lagrange's identity on both sides. `weight_le_normSq` is step 4 through `Finset.single_le_sum`, and it needs no assumption on τ or on the order of the levels.

In the main theorem, `hN` multiplies the two norm bounds, `hSN` multiplies that by S, and `hx` splits the exponential as in step 5. The denominator is cleared, the positive factor `hc` is cancelled, and `nlinarith` chains the three relations. `sinSq_propagate_tendsto_zero` takes the strict `h0 : e o < e₁`, shows that the bound tends to zero, and squeezes the non-negative squared sine under it for τ ≥ 0. `sinSq_basisMode_le` applies the main theorem with v = b and removes the positive factor found in `hp` by `angle_smul_right_of_pos`. `two_level_exact` states both G = a² and the exact squared sine, for all real τ and either order of the two energies; `hq` is q² = x p², and the cancelled factor is p⁴.

## Guarantees and limits

The theorems are statements of exact real arithmetic about two vectors and one fixed spectrum; the QR reading, the tolerance estimate, the three-level numbers and the comments below are ordinary reasoning around them and were not machine-checked. Rounding is not modelled.

The bound is an upper bound on the sine. It says that collapse has happened by a certain τ, and it does not certify that a shorter interval between orthonormalisations is safe, which would need a lower bound on the angle. It concerns pairs of columns, whereas three or more columns can be nearly dependent while every pairwise angle is large. It does not tell parallel from antiparallel, since sin² vanishes at both 0 and π. When e_o = e₁, as for a degenerate lowest level, the inequality still holds but has no decay. When u_o v_o = 0, for instance because symmetry keeps an orbital orthogonal to the lowest level, it does not apply. The limit τ → ∞ is stated for the pair of propagated orbitals; for the angle to b the file gives the inequality.

In an interacting auxiliary-field run the propagator changes from step to step with the sampled fields, the factors generally do not commute, and they may be complex, so there is no common eigenbasis and the result does not cover that product. For a fixed Hamiltonian the model could instead start from a real symmetric matrix H in a site or atomic-orbital basis that is orthonormal, with u(τ) = exp(−τH) u. That version would need the spectral theorem and the matrix exponential, and u_o would become the overlap of u with the lowest eigenvector. Because an orthogonal change of basis preserves scalar products and angles, the inequality would keep its form; the file takes the diagonal form as its starting assumption.
